# Alternating charged sheets: no limiting potential, but a damped value of $-\pi\sigma d/2$

In Gaussian units, an infinite plane at height $a$ with uniform surface charge density $\sigma$ produces the potential $-2\pi\sigma|z-a|$ at height $z$, with its zero on the plane. Sheets at heights $nd$, for $n=1,2,\dots$ and spacing $d>0$, carry the densities $(-1)^{n+1}\sigma$, and their potential is read at the origin.

```lean
import Mathlib

open Filter Topology Real

namespace AlternatingChargedSheets

noncomputable section

/-- Potential at height `z` of an infinite plane sheet at height `a` with surface charge
density `σ`, in Gaussian units and with the zero of potential on the sheet. -/
def sheetPotential (σ a z : ℝ) : ℝ := -2 * π * σ * |z - a|

/-- Potential at the origin of the `n`-th sheet of the stack, which lies at height `n d` and
carries the surface charge density `(-1)^(n+1) σ`. -/
def sheetTerm (σ d : ℝ) (n : ℕ) : ℝ :=
  sheetPotential ((-1) ^ (n + 1) * σ) (n * d) 0

/-- Potential at the origin of the sheets `n = 1, ..., N`. -/
def stackPotential (σ d : ℝ) (N : ℕ) : ℝ := ∑ n ∈ Finset.Icc 1 N, sheetTerm σ d n

/-- The alternating sum `1 - 2 + 3 - ...` with `N` terms. -/
def alternatingSum (N : ℕ) : ℝ := ∑ n ∈ Finset.Icc 1 N, (-1 : ℝ) ^ (n + 1) * n

/-- The alternating sum is the constant `1/4` plus an oscillation whose amplitude grows
linearly with the number of terms. -/
theorem alternatingSum_eq (N : ℕ) :
    alternatingSum N = 1 / 4 - (-1) ^ N * (2 * N + 1) / 4 := by
  induction N with
  | zero => simp [alternatingSum]
  | succ N ih =>
    unfold alternatingSum at ih ⊢
    rw [Finset.sum_Icc_succ_top (by omega), ih]
    push_cast
    ring

/-- The partial sums of `1 - 2 + 3 - ...` have no limit. -/
theorem alternatingSum_no_limit : ¬ ∃ L, Tendsto alternatingSum atTop (𝓝 L) := by
  rintro ⟨L, hL⟩
  -- for a convergent sequence the successive differences would tend to zero
  have h1 := (hL.comp (tendsto_add_atTop_nat 1)).sub hL
  rw [sub_self] at h1
  obtain ⟨N, hN⟩ := (Metric.tendsto_atTop.mp h1) 1 one_pos
  have h : |alternatingSum (N + 1) - alternatingSum N| < 1 := by
    simpa [Real.dist_eq] using hN N le_rfl
  -- but the difference has magnitude N + 1
  have step : alternatingSum (N + 1) - alternatingSum N = (-1) ^ N * ((N : ℝ) + 1) := by
    rw [alternatingSum_eq, alternatingSum_eq]
    push_cast
    ring
  have hpos : (0 : ℝ) ≤ N := Nat.cast_nonneg N
  rw [step, abs_mul, abs_pow, abs_neg, abs_one, one_pow, one_mul,
    abs_of_nonneg (by linarith)] at h
  linarith

/-- For `|x| < 1` the damped series with terms `(-1)^(n+1) n x^n` converges to
`x / (1 + x)^2`. -/
theorem damped_hasSum {x : ℝ} (hx : |x| < 1) :
    HasSum (fun n : ℕ => (-1 : ℝ) ^ (n + 1) * n * x ^ n) (x / (1 + x) ^ 2) := by
  have hr : ‖-x‖ < 1 := by rwa [norm_neg, Real.norm_eq_abs]
  -- the series of n r^n at the ratio r = -x
  have h := (hasSum_coe_mul_geometric_of_norm_lt_one hr).neg
  have hv : -(-x / (1 - -x) ^ 2) = x / (1 + x) ^ 2 := by
    rw [sub_neg_eq_add, neg_div, neg_neg]
  rw [hv] at h
  refine h.congr_fun ?_
  intro n
  rw [neg_pow x n]
  ring

/-- The sum of the damped series tends to `1/4` as `x` tends to `1` from below. -/
theorem damped_tendsto :
    Tendsto (fun x : ℝ => ∑' n : ℕ, (-1 : ℝ) ^ (n + 1) * n * x ^ n) (𝓝[<] 1)
      (𝓝 (1 / 4)) := by
  have hc : ContinuousAt (fun x : ℝ => x / (1 + x) ^ 2) 1 :=
    ContinuousAt.div (by fun_prop) (by fun_prop) (by norm_num)
  have h := hc.tendsto.mono_left (nhdsWithin_le_nhds (s := Set.Iio 1))
  have e : (1 : ℝ) / (1 + 1) ^ 2 = 1 / 4 := by norm_num
  rw [← e]
  refine Tendsto.congr' ?_ h
  filter_upwards [Ioo_mem_nhdsLT (show (0 : ℝ) < 1 by norm_num)] with x hx
  exact (damped_hasSum (abs_lt.mpr ⟨by linarith [hx.1], hx.2⟩)).tsum_eq.symm

/-- For spacing `d > 0` the `n`-th sheet contributes `-2πσd` times `(-1)^(n+1) n`. -/
theorem sheetTerm_eq {d : ℝ} (hd : 0 < d) (σ : ℝ) (n : ℕ) :
    sheetTerm σ d n = -2 * π * σ * d * ((-1) ^ (n + 1) * n) := by
  have h : |0 - (n : ℝ) * d| = n * d := by
    rw [zero_sub, abs_neg, abs_of_nonneg (by positivity)]
  unfold sheetTerm sheetPotential
  rw [h]
  ring

/-- For spacing `d > 0` the potential of the first `N` sheets is `-2πσd` times the
alternating sum with `N` terms. -/
theorem stackPotential_eq {d : ℝ} (hd : 0 < d) (σ : ℝ) (N : ℕ) :
    stackPotential σ d N = -2 * π * σ * d * alternatingSum N := by
  unfold stackPotential alternatingSum
  rw [Finset.mul_sum]
  exact Finset.sum_congr rfl fun n _ => sheetTerm_eq hd σ n

/-- For charged sheets (`σ ≠ 0`) at spacing `d > 0`, the potential at the origin has no limit
as more and more sheets are added. -/
theorem stackPotential_no_limit {σ d : ℝ} (hσ : σ ≠ 0) (hd : 0 < d) :
    ¬ ∃ L, Tendsto (stackPotential σ d) atTop (𝓝 L) := by
  rintro ⟨L, hL⟩
  have hc : -2 * π * σ * d ≠ 0 :=
    mul_ne_zero (mul_ne_zero (mul_ne_zero (by norm_num) Real.pi_ne_zero) hσ) hd.ne'
  refine alternatingSum_no_limit ⟨(-2 * π * σ * d)⁻¹ * L,
    (hL.const_mul (-2 * π * σ * d)⁻¹).congr fun N => ?_⟩
  rw [stackPotential_eq hd, inv_mul_cancel_left₀ hc]

/-- Let the sheets have spacing `d > 0` and weight each by `exp(-κ n d)`. The potential at the
origin then converges for every `κ > 0`, and it tends to `-πσd/2` as `κ` tends to `0` from
above. -/
theorem damped_stackPotential {d : ℝ} (hd : 0 < d) (σ : ℝ) :
    (∀ κ : ℝ, 0 < κ → HasSum (fun n : ℕ => Real.exp (-κ * (n * d)) * sheetTerm σ d n)
      (-2 * π * σ * d * (Real.exp (-κ * d) / (1 + Real.exp (-κ * d)) ^ 2))) ∧
    Tendsto (fun κ : ℝ => ∑' n : ℕ, Real.exp (-κ * (n * d)) * sheetTerm σ d n)
      (𝓝[>] 0) (𝓝 (-π * σ * d / 2)) := by
  have hsum : ∀ κ : ℝ, 0 < κ →
      HasSum (fun n : ℕ => Real.exp (-κ * (n * d)) * sheetTerm σ d n)
        (-2 * π * σ * d * (Real.exp (-κ * d) / (1 + Real.exp (-κ * d)) ^ 2)) := by
    intro κ hκ
    have hx : |Real.exp (-κ * d)| < 1 := by
      rw [abs_of_pos (Real.exp_pos _), Real.exp_lt_one_iff]
      nlinarith [mul_pos hκ hd]
    refine ((damped_hasSum hx).mul_left (-2 * π * σ * d)).congr_fun ?_
    intro n
    -- the weight of sheet n is the n-th power of exp(-κ d)
    have hp : Real.exp (-κ * (n * d)) = Real.exp (-κ * d) ^ n := by
      rw [← Real.exp_nat_mul]
      congr 1
      ring
    rw [hp, sheetTerm_eq hd]
    ring
  refine ⟨hsum, ?_⟩
  -- the closed form is continuous at κ = 0
  have hc : Continuous (fun κ : ℝ =>
      -2 * π * σ * d * (Real.exp (-κ * d) / (1 + Real.exp (-κ * d)) ^ 2)) :=
    continuous_const.mul (Continuous.div (by fun_prop) (by fun_prop)
      (fun κ => by positivity))
  have h := (hc.tendsto 0).mono_left (nhdsWithin_le_nhds (s := Set.Ioi 0))
  have e : -2 * π * σ * d * (Real.exp (-0 * d) / (1 + Real.exp (-0 * d)) ^ 2)
      = -π * σ * d / 2 := by
    rw [neg_zero, zero_mul, Real.exp_zero]
    ring
  rw [e] at h
  refine Tendsto.congr' ?_ h
  filter_upwards [self_mem_nhdsWithin] with κ hκ
  exact (hsum κ hκ).tsum_eq.symm

/-- For spacing `d > 0`, the average of three successive finite stacks with weights `1/4`,
`1/2`, `1/4` is exactly `-πσd/2`, whatever the number of sheets. -/
theorem averaged_stackPotential {d : ℝ} (hd : 0 < d) (σ : ℝ) (N : ℕ) :
    (stackPotential σ d N + 2 * stackPotential σ d (N + 1) + stackPotential σ d (N + 2)) / 4
      = -π * σ * d / 2 := by
  simp only [stackPotential_eq hd, alternatingSum_eq]
  push_cast
  ring

end

end AlternatingChargedSheets
```

```lean
#print axioms AlternatingChargedSheets.damped_tendsto
#print axioms AlternatingChargedSheets.stackPotential_no_limit
#print axioms AlternatingChargedSheets.damped_stackPotential
#print axioms AlternatingChargedSheets.averaged_stackPotential
```

```
'AlternatingChargedSheets.damped_tendsto' depends on axioms: [propext, Classical.choice, Quot.sound]
'AlternatingChargedSheets.stackPotential_no_limit' depends on axioms: [propext, Classical.choice, Quot.sound]
'AlternatingChargedSheets.damped_stackPotential' depends on axioms: [propext, Classical.choice, Quot.sound]
'AlternatingChargedSheets.averaged_stackPotential' depends on axioms: [propext, Classical.choice, Quot.sound]
```

## The stack and its zero of potential

`sheetPotential σ a z` is the potential of one plane, `sheetTerm σ d n` is the contribution of sheet $n$ at the origin, and `stackPotential σ d N` adds sheets $1$ to $N$. All quantities are real numbers. The one-sheet formula is the definition; it is not derived from Poisson's equation.

Since sheet $n$ is at distance $nd$ from the origin, it contributes $-2\pi\sigma d\,(-1)^{n+1}n$ (`sheetTerm_eq`). Summing gives `stackPotential_eq`:

$$\Phi_N=-2\pi\sigma d\,S_N,\qquad S_N=\sum_{n=1}^{N}(-1)^{n+1}n,$$

where $\Phi_N$ is `stackPotential σ d N` and $S_N$ is `alternatingSum N`.

The values depend on the convention that each sheet has zero potential on itself. Shifting these zeros adds a constant for every sheet and can change both the partial sums and their convergence.

## Partial sums that swing ever wider

The closed form is

$$S_N=\frac14-\frac{(-1)^N(2N+1)}4.$$

It gives $S_0=0$, the empty sum. If it holds for $N$, adding the next term $(-1)^N(N+1)$ gives

$$S_{N+1}=\frac14+\frac{(-1)^N(2N+3)}4,$$

which is the formula for $N+1$. `alternatingSum_eq` follows this induction: `Finset.sum_Icc_succ_top` splits off the last term and `ring` does the algebra.

If $S_N$ had a limit, the differences $S_{N+1}-S_N$ would tend to zero. But

$$|S_{N+1}-S_N|=N+1\ge1.$$

`alternatingSum_no_limit` obtains an $N$ whose difference would have magnitude below $1$, and this contradicts the identity. For $\sigma\ne0$, dividing by the nonzero factor $-2\pi\sigma d$ carries the conclusion over to `stackPotential_no_limit`.

For an even number $N=2M$ of sheets the stack is neutral, yet $\Phi_{2M}=2\pi\sigma dM$ grows in magnitude with its thickness when $\sigma\ne0$. Above the top sheet the same sum gives $-2\pi\sigma dM$, so the potential changes across the stack by $4\pi|\sigma|dM$ in magnitude, and this step does not depend on the choice of zero. It is the growing step of a polar slab modelled by fixed, uniformly charged planes.

## Damping the distant sheets

For $|r|<1$, differentiating $\sum_{n\ge0}r^n=1/(1-r)$ and multiplying by $r$ gives

$$\sum_{n\ge0}n r^n=\frac r{(1-r)^2}.$$

Setting $r=-x$ and changing the overall sign yields, for $|x|<1$,

$$\sum_{n\ge0}(-1)^{n+1}n x^n=\frac x{(1+x)^2}.$$

The term $n=0$ vanishes, so the Lean sum over all natural numbers agrees with the sum over sheets. In `damped_hasSum`, Mathlib supplies the series in $r$, and `HasSum` states convergence together with the value. The right-hand side is continuous at $x=1$, so it tends to $1/4$ as $x$ tends to $1$ from below; `damped_tendsto` transfers this limit to the series by using their equality on $0<x<1$.

Now weight sheet $n$ by $e^{-\kappa nd}$ with $\kappa>0$. This is $x^n$ for $x=e^{-\kappa d}$, and $0<x<1$. The damped potential is therefore

$$\Phi(\kappa)=-2\pi\sigma d\,\frac{e^{-\kappa d}}{(1+e^{-\kappa d})^2}
\longrightarrow-\frac{\pi\sigma d}{2}\qquad(\kappa\to0^+).$$

The two parts of `damped_stackPotential` state the convergence for each positive $\kappa$ and this limit. Its proof rewrites the exponential weight as a power, applies `damped_hasSum`, and uses continuity at $\kappa=0$. Physically, the weight makes the sheet charges fade with height; it does not replace the interaction by a screened one.

## The same value from three finite stacks

Averaging three successive stacks with weights $1/4,1/2,1/4$ removes the oscillation, because

$$(2N+1)-2(2N+3)+(2N+5)=0.$$

The constant parts leave $(S_N+2S_{N+1}+S_{N+2})/4=1/4$, and hence

$$\frac{\Phi_N+2\Phi_{N+1}+\Phi_{N+2}}4=-\frac{\pi\sigma d}{2}.$$

`averaged_stackPotential` proves this for every $N\ge0$ by inserting the closed form and simplifying. The average involves no damping and no limit, and it agrees with the damped value for this regularly spaced stack with densities of equal magnitude.
